# Kinetic and interaction energies of the uniform electron gas from its free energy

The free energy per particle of a uniform electron gas, written as a differentiable function of density parameter and reduced temperature, fixes the kinetic and interaction energies per particle once the thermodynamic energy relation and the Coulomb virial relation are assumed. Both energies are combinations of the free energy and its first partial derivatives, and the interaction energy needs no derivative with respect to the reduced temperature.

## The gas and its two energy relations

Let $r$ be the density parameter, the radius, in Bohr radii, of a sphere whose volume is the volume per particle, and $T$ the temperature in energy units. The free energy per particle is

$$F(r,T)=g(r,y),\qquad y=L r^2 T.$$

The Fermi temperature scales as $1/r^2$, so a suitable constant $L$ makes $y$ the temperature in units of it. For the unpolarised three-dimensional gas in Hartree units, $L=2\,(4/9\pi)^{2/3}$. The theorems leave $L$ arbitrary.

```lean
import Mathlib

open Filter Topology MeasureTheory Set

namespace ElectronGasFreeEnergy

noncomputable section
```

Write $g_r$ for the derivative of $g$ in $r$ at fixed $y$, and $g_y$ for the derivative in $y$ at fixed $r$. In Lean, $g$ is a function on `ℝ × ℝ`, and these are `radialSlope g r y` and `thermalSlope g r y`.

```lean
/-- The derivative of `g(r, y)` with respect to the density parameter `r` at fixed reduced
temperature `y`. -/
def radialSlope (g : ℝ × ℝ → ℝ) (r y : ℝ) : ℝ := deriv (fun s => g (s, y)) r

/-- The derivative of `g(r, y)` with respect to the reduced temperature `y` at fixed `r`. -/
def thermalSlope (g : ℝ × ℝ → ℝ) (r y : ℝ) : ℝ := deriv (fun z => g (r, z)) y

/-- The free energy per particle at density parameter `r` and temperature `T`, given by a
function `g` of `r` and the reduced temperature `L r² T`. -/
def freeEnergy (g : ℝ × ℝ → ℝ) (L r T : ℝ) : ℝ := g (r, L * r ^ 2 * T)
```

The entropy is $-\partial F/\partial T$, so the internal energy is $U=F-T\,\partial F/\partial T$. The volume per particle grows as $r^3$, so three times pressure times volume per particle is $W=-r\,\partial F/\partial r$. Both are defined for any function $F(r,T)$.

```lean
/-- The internal energy `F - T ∂F/∂T` of a free energy `F(r, T)`. -/
def internalEnergy (F : ℝ → ℝ → ℝ) (r T : ℝ) : ℝ :=
  F r T - T * deriv (fun t => F r t) T

/-- The pressure virial `-r ∂F/∂r` of a free energy `F(r, T)`. -/
def pressureVirial (F : ℝ → ℝ → ℝ) (r T : ℝ) : ℝ :=
  -r * deriv (fun s => F s T) r
```

Let $k$ and $v$ be the kinetic and interaction energies per particle, where $v$ counts all Coulomb energies, including those of the uniform neutralising background. They are parts of the internal energy, $k+v=U$, and not of the free energy, which differs from $U$ by the entropy term. For Coulomb forces the virial theorem adds $2k+v=W$. Neither relation is derived here from a Hamiltonian.

In finite-temperature density functional theory, such relations connect simulated interaction energies to free-energy parametrisations, here for a homogeneous gas with a differentiable $g$.

## (a) Slope along a path

Let $a(t)$ and $b(t)$ be differentiable at $t$, and let $g$ be differentiable at $(a(t),b(t))$. Show that

$$\frac{d}{dt}\,g(a(t),b(t))=a'\,g_r+b'\,g_y,$$

with the partial derivatives taken at $(a(t),b(t))$.

**Solution.** The total derivative $Dg$ at that point is a linear map. Moving along the axes gives $Dg(1,0)=g_r$ and $Dg(0,1)=g_y$. The path has velocity $(a',b')=a'(1,0)+b'(0,1)$, so by the chain rule and linearity its slope is

$$Dg(a',b')=a'\,Dg(1,0)+b'\,Dg(0,1)=a'g_r+b'g_y.$$

In the proof, `h1` and `h2` are the two axis derivatives, `h3` is the chain rule, and `e` splits the velocity. The conclusion `HasDerivAt` says that the derivative exists and has the given value.

```lean
/-- The rate of change of `g` along a path in the plane of density parameter and reduced
temperature. -/
theorem hasDerivAt_along_path {g : ℝ × ℝ → ℝ} {a b : ℝ → ℝ} {a' b' t : ℝ}
    (hg : DifferentiableAt ℝ g (a t, b t))
    (ha : HasDerivAt a a' t) (hb : HasDerivAt b b' t) :
    HasDerivAt (fun s => g (a s, b s))
      (a' * radialSlope g (a t) (b t) + b' * thermalSlope g (a t) (b t)) t := by
  -- the two partial derivatives are values of the total derivative
  have h1 : HasDerivAt (fun s => g (s, b t)) (fderiv ℝ g (a t, b t) (1, 0)) (a t) :=
    HasFDerivAt.comp_hasDerivAt (f := fun s => (s, b t)) (a t) hg.hasFDerivAt
      ((hasDerivAt_id' (a t)).prodMk (hasDerivAt_const (a t) (b t)))
  have h2 : HasDerivAt (fun z => g (a t, z)) (fderiv ℝ g (a t, b t) (0, 1)) (b t) :=
    HasFDerivAt.comp_hasDerivAt (f := fun z => (a t, z)) (b t) hg.hasFDerivAt
      ((hasDerivAt_const (b t) (a t)).prodMk (hasDerivAt_id' (b t)))
  have h3 : HasDerivAt (fun s => g (a s, b s)) (fderiv ℝ g (a t, b t) (a', b')) t :=
    HasFDerivAt.comp_hasDerivAt (f := fun s => (a s, b s)) t hg.hasFDerivAt (ha.prodMk hb)
  have e : ((a', b') : ℝ × ℝ) = a' • ((1 : ℝ), (0 : ℝ)) + b' • ((0 : ℝ), (1 : ℝ)) := by
    simp
  rw [e, map_add, map_smul, map_smul, smul_eq_mul, smul_eq_mul] at h3
  unfold radialSlope thermalSlope
  rw [h1.deriv, h2.deriv]
  exact h3
```

## (b) Heating at fixed density

Let $g$ be differentiable at $(r,Lr^2T)$. Show that

$$\frac{\partial F}{\partial T}=L r^2 g_y.$$

**Solution.** At fixed $r$ the path is $t\mapsto(r,\,Lr^2t)$, with velocity $(0,\,Lr^2)$. Part (a) gives $0\cdot g_r+Lr^2g_y$. Lean applies the path theorem to the same two coordinate functions, and `ring` tidies the result.

```lean
/-- The temperature derivative of the free energy at fixed density is `L r² g_y`. -/
theorem hasDerivAt_temperature {g : ℝ × ℝ → ℝ} {L r T : ℝ}
    (hg : DifferentiableAt ℝ g (r, L * r ^ 2 * T)) :
    HasDerivAt (fun t => freeEnergy g L r t)
      (L * r ^ 2 * thermalSlope g r (L * r ^ 2 * T)) T := by
  have h : HasDerivAt (fun t => freeEnergy g L r t)
      (0 * radialSlope g r (L * r ^ 2 * T)
        + L * r ^ 2 * 1 * thermalSlope g r (L * r ^ 2 * T)) T :=
    hasDerivAt_along_path (a := fun _ => r) (b := fun t => L * r ^ 2 * t) hg
      (hasDerivAt_const T r) ((hasDerivAt_id' T).const_mul (L * r ^ 2))
  exact h.congr_deriv (by ring)
```

## (c) Expansion at fixed temperature

Under the same hypothesis, show that

$$\frac{\partial F}{\partial r}=g_r+2LrT\,g_y.$$

**Solution.** Changing $r$ at fixed $T$ also changes the reduced temperature. The path is $s\mapsto(s,\,Ls^2T)$, whose velocity at $s=r$ is $(1,\,2LrT)$. Part (a) gives the two terms. In Lean, `hp` is the derivative of $s^2$, from which the second velocity component is built.

```lean
/-- The density-parameter derivative of the free energy at fixed temperature is
`g_r + 2 L r T g_y`. -/
theorem hasDerivAt_radius {g : ℝ × ℝ → ℝ} {L r T : ℝ}
    (hg : DifferentiableAt ℝ g (r, L * r ^ 2 * T)) :
    HasDerivAt (fun s => freeEnergy g L s T)
      (radialSlope g r (L * r ^ 2 * T)
        + 2 * L * r * T * thermalSlope g r (L * r ^ 2 * T)) r := by
  have hp : HasDerivAt (fun s : ℝ => s ^ 2) (2 * r) r := by
    simpa using hasDerivAt_pow 2 r
  have h : HasDerivAt (fun s => freeEnergy g L s T)
      (1 * radialSlope g r (L * r ^ 2 * T)
        + L * (2 * r) * T * thermalSlope g r (L * r ^ 2 * T)) r :=
    hasDerivAt_along_path (a := fun s => s) (b := fun s => L * s ^ 2 * T) hg
      (hasDerivAt_id' r) ((hp.const_mul L).mul_const T)
  exact h.congr_deriv (by ring)
```

## (d) Solving for the two energies

Let $y=Lr^2T$ and let $g$ be differentiable at $(r,y)$. Show that $k+v=U$ and $2k+v=W$ hold together exactly when

$$v=2g+r g_r,\qquad k=-g-r g_r-y g_y.$$

**Solution.** Insert (b) and (c), using $Lr^2T=y$:

$$U=g-y g_y,\qquad W=-r g_r-2y g_y.$$

Twice the first relation minus the second gives

$$v=2U-W=2g-2yg_y+rg_r+2yg_y=2g+rg_r.$$

The second minus the first gives

$$k=W-U=-rg_r-2yg_y-g+yg_y=-g-rg_r-yg_y.$$

Conversely, adding these formulas gives $k+v=g-yg_y=U$, and adding $k$ once more gives $2k+v=-rg_r-2yg_y=W$.

In the Lean statement `k` and `v` are arbitrary real numbers, and `↔` carries both directions. The steps `e1` and `e2` are the expressions for $U$ and $W$; each `linear_combination` names the combination of equations used above. No signs of $L$, $r$ or $T$ are needed. Differentiability is two-sided, so at $T=0$ the function $g$ must extend smoothly enough to negative $y$.

```lean
/-- Numbers `k` and `v` satisfy `k + v = F - T ∂F/∂T` and `2k + v = -r ∂F/∂r` exactly when
`v = 2g + r g_r` and `k = -g - r g_r - y g_y`, where `y = L r² T`. -/
theorem kinetic_interaction_split {g : ℝ × ℝ → ℝ} {L r T y : ℝ} (hy : y = L * r ^ 2 * T)
    (hg : DifferentiableAt ℝ g (r, y)) (k v : ℝ) :
    (k + v = internalEnergy (freeEnergy g L) r T ∧
      2 * k + v = pressureVirial (freeEnergy g L) r T) ↔
    (v = 2 * g (r, y) + r * radialSlope g r y ∧
      k = -g (r, y) - r * radialSlope g r y - y * thermalSlope g r y) := by
  subst hy
  have e1 : internalEnergy (freeEnergy g L) r T = g (r, L * r ^ 2 * T)
      - L * r ^ 2 * T * thermalSlope g r (L * r ^ 2 * T) := by
    unfold internalEnergy
    rw [(hasDerivAt_temperature hg).deriv]
    unfold freeEnergy
    ring
  have e2 : pressureVirial (freeEnergy g L) r T = -r * radialSlope g r (L * r ^ 2 * T)
      - 2 * (L * r ^ 2 * T) * thermalSlope g r (L * r ^ 2 * T) := by
    unfold pressureVirial
    rw [(hasDerivAt_radius hg).deriv]
    ring
  rw [e1, e2]
  -- what remains is a linear system of two equations for `k` and `v`
  constructor
  · rintro ⟨h1, h2⟩
    exact ⟨by linear_combination 2 * h1 - h2, by linear_combination h2 - h1⟩
  · rintro ⟨hv, hk⟩
    exact ⟨by linear_combination hk + hv, by linear_combination 2 * hk + hv⟩
```

A different model would take $F(r,T)$ as the given function. Solving the same linear system then yields $v=2F+r\,\partial F/\partial r-2T\,\partial F/\partial T$ without $L$ or the chain rule through $y$. The price is that the simple form of $v$ at fixed reduced temperature, on which the remaining parts rely, appears only after a change of variables.

The same elimination also treats a pair potential proportional to the inverse $n$-th power of distance, where the virial relation becomes $2k+nv=W$. It gives $(2-n)v=2g+rg_r$, which determines $v$ for $n\neq2$.

## (e) A total derivative at fixed reduced temperature

Let $g$ be differentiable at $(r,y)$. Show that, at fixed $y$,

$$\frac{d}{dr}\left(r^2g(r,y)\right)=r\,(2g+r g_r).$$

**Solution.** The product rule gives $2rg+r^2g_r$, and a factor $r$ comes out. By (d), the bracket is the interaction energy. Keeping $y$ fixed while $r$ varies means that the actual temperature changes as $1/r^2$. In Lean, `h` is the path theorem with constant second coordinate, and `hp.fun_mul h` is the product rule.

```lean
/-- At fixed reduced temperature, the derivative of `r² g` with respect to `r` is `r (2g + r g_r)`.
-/
theorem hasDerivAt_sq_mul {g : ℝ × ℝ → ℝ} {r y : ℝ} (hg : DifferentiableAt ℝ g (r, y)) :
    HasDerivAt (fun s => s ^ 2 * g (s, y))
      (r * (2 * g (r, y) + r * radialSlope g r y)) r := by
  have hp : HasDerivAt (fun s : ℝ => s ^ 2) (2 * r) r := by
    simpa using hasDerivAt_pow 2 r
  have h : HasDerivAt (fun s => g (s, y))
      (1 * radialSlope g r y + 0 * thermalSlope g r y) r :=
    hasDerivAt_along_path (a := fun s => s) (b := fun _ => y) hg
      (hasDerivAt_id' r) (hasDerivAt_const r y)
  exact (hp.fun_mul h).congr_deriv (by ring)
```

## (f) The free energy from the interaction energy

Let $r>0$, let $g$ be differentiable at $(s,y)$ for $0<s\le r$, and suppose that $s^2g(s,y)\to c$ as $s\to0$ from above. Write $v(s,y)=2g(s,y)+s\,g_r(s,y)$ and assume that $s\,v(s,y)$ is integrable on the interval from $0$ to $r$. Show that

$$g(r,y)=\frac{1}{r^2}\left(c+\int_0^r s\,v(s,y)\,ds\right).$$

**Solution.** Integrate (e) from $\varepsilon>0$ to $r$:

$$r^2g(r,y)-\varepsilon^2g(\varepsilon,y)=\int_\varepsilon^r s\,v(s,y)\,ds.$$

As $\varepsilon\to0$, the second term on the left tends to $c$ and the integral tends to the one from $0$. Divide by $r^2$.

Physically, $c$ is the high-density limit, supplied by the ideal Fermi gas at the same reduced temperature. The theorem assumes this limit (`h0`) and the integrability (`hint`). The proof uses a form of the fundamental theorem of calculus that accepts limits at the endpoints; `hb` supplies the one at $r$ by continuity.

```lean
/-- For `r > 0`, `g(r, y)` equals `1 / r²` times the sum of `c` and the integral of `s (2g + s g_r)`
over `s` from `0` to `r` at fixed `y`, where `c` is the limit of `s² g` as `s → 0` from above. -/
theorem freeEnergy_from_interaction {g : ℝ × ℝ → ℝ} {r y c : ℝ} (hr : 0 < r)
    (hg : ∀ s, 0 < s → s ≤ r → DifferentiableAt ℝ g (s, y))
    (hint : IntervalIntegrable
      (fun s => s * (2 * g (s, y) + s * radialSlope g s y)) volume 0 r)
    (h0 : Tendsto (fun s => s ^ 2 * g (s, y)) (𝓝[>] 0) (𝓝 c)) :
    g (r, y) =
      (c + ∫ s in (0 : ℝ)..r, s * (2 * g (s, y) + s * radialSlope g s y)) / r ^ 2 := by
  have hb : Tendsto (fun s => s ^ 2 * g (s, y)) (𝓝[<] r) (𝓝 (r ^ 2 * g (r, y))) :=
    (hasDerivAt_sq_mul (hg r hr le_rfl)).continuousAt.tendsto.mono_left nhdsWithin_le_nhds
  have h : (∫ s in (0 : ℝ)..r, s * (2 * g (s, y) + s * radialSlope g s y))
      = r ^ 2 * g (r, y) - c :=
    intervalIntegral.integral_eq_sub_of_hasDerivAt_of_tendsto hr
      (fun s hs => hasDerivAt_sq_mul (hg s hs.1 hs.2.le)) hint h0 hb
  rw [eq_div_iff (pow_ne_zero 2 hr.ne')]
  linear_combination -h
```

## (g) When the interaction energy vanishes

Fix $y$ and let $g$ be differentiable at $(r,y)$ for every $r>0$. Show that $2g+rg_r=0$ for all $r>0$ exactly when there is a constant $c$ with

$$g(r,y)=\frac{c}{r^2}\qquad\text{for all } r>0.$$

**Solution.** If the interaction energy vanishes, then by (e) the function $r^2g(r,y)$ has zero derivative on the half-line $r>0$. It is therefore constant there and equals its value at $r=1$, so $c=g(1,y)$.

Conversely, if $g=c/r^2$, then $r^2g$ is constant and (e) gives $r(2g+rg_r)=0$. Since $r>0$, the bracket is zero.

The constant may depend on the chosen $y$, as it does for the ideal Fermi gas. In Lean, `hc` compares the values at $r$ and $1$. For the converse, `he` says that $s^2g$ equals $c$ near $r$, and uniqueness of the derivative gives `hz`.

```lean
/-- At fixed reduced temperature, `2g + r g_r` vanishes at every `r > 0` exactly when `g` is a
constant divided by `r²` for all `r > 0`. -/
theorem interaction_zero_iff {g : ℝ × ℝ → ℝ} {y : ℝ}
    (hg : ∀ r, 0 < r → DifferentiableAt ℝ g (r, y)) :
    (∀ r, 0 < r → 2 * g (r, y) + r * radialSlope g r y = 0) ↔
      ∃ c : ℝ, ∀ r, 0 < r → g (r, y) = c / r ^ 2 := by
  constructor
  · intro h
    refine ⟨g (1, y), fun r hr => ?_⟩
    -- `s² g` has zero slope on the half-line, so it keeps its value at `s = 1`
    have hc : r ^ 2 * g (r, y) = (1 : ℝ) ^ 2 * g (1, y) :=
      isOpen_Ioi.is_const_of_deriv_eq_zero (f := fun s : ℝ => s ^ 2 * g (s, y))
        (convex_Ioi (0 : ℝ)).isPreconnected
        (fun s hs => (hasDerivAt_sq_mul (hg s hs)).differentiableAt.differentiableWithinAt)
        (fun s hs => by
          rw [(hasDerivAt_sq_mul (hg s hs)).deriv, h s hs, mul_zero]
          rfl)
        (mem_Ioi.mpr hr) (mem_Ioi.mpr one_pos)
    rw [eq_div_iff (pow_ne_zero 2 hr.ne')]
    linear_combination hc
  · rintro ⟨c, hc⟩ r hr
    have he : (fun s => s ^ 2 * g (s, y)) =ᶠ[𝓝 r] (fun _ => c) := by
      filter_upwards [Ioi_mem_nhds hr] with s hs
      have hs' : s ≠ 0 := ne_of_gt hs
      rw [hc s hs]
      field_simp
    have hz := (hasDerivAt_sq_mul (hg r hr)).unique
      ((hasDerivAt_const r c).congr_of_eventuallyEq he)
    exact (mul_eq_zero.mp hz).resolve_left hr.ne'

end

end ElectronGasFreeEnergy
```

```lean
#print axioms ElectronGasFreeEnergy.kinetic_interaction_split
#print axioms ElectronGasFreeEnergy.freeEnergy_from_interaction
#print axioms ElectronGasFreeEnergy.interaction_zero_iff
```

```
'ElectronGasFreeEnergy.kinetic_interaction_split' depends on axioms: [propext, Classical.choice, Quot.sound]
'ElectronGasFreeEnergy.freeEnergy_from_interaction' depends on axioms: [propext, Classical.choice, Quot.sound]
'ElectronGasFreeEnergy.interaction_zero_iff' depends on axioms: [propext, Classical.choice, Quot.sound]
```
